# Staggered exponential decay above the band edge of a harmonic nearest-neighbour chain

## Shaking a chain faster than its waves can follow

Take a long chain of equal atoms of mass $m$, joined by springs of stiffness $K>0$, and shake one atom at angular frequency $w$. Let $u_n$ be the displacement amplitude of atom $n$. Away from the driven atom, Newton's equation reads

$$-m w^2 u_n = K\,(u_{n+1}+u_{n-1}-2u_n).$$

A wave $u_n=\cos(qn)$ with real $q$ satisfies it when $m w^2=4K\sin^2(q/2)$, which never exceeds $4K$. What does the chain do when $m w^2>4K$?

Neighbours then move in opposite directions, and the motion dies out exponentially with distance from the source. In this harmonic nearest-neighbour model, the same tail surrounds a vibration localised at a light impurity. The recurrence also describes a non-interacting electron in a chain with one orthonormal orbital per site, equal site energies and nearest-neighbour hopping amplitude $-t$, $t>0$, at an energy above the band. Below that band the electron's tail also decays exponentially, but without the alternating sign.

## The statement in words and in Lean

Amplitudes are functions `u : ℤ → ℝ`, so the chain is infinite and sites are counted by integers. The right-hand side above is `springForce K u n`, and `IsMode m K w u` says that the equation holds at every site. The pattern $s_\kappa(n)=(-1)^n e^{-\kappa n}$ is `staggered κ n`. Here $\kappa$ is a decay constant per site, so the decay length is $1/\kappa$ lattice spacings.

The theorem `evanescent_mode` assumes $K>0$ and $m w^2>4K$. It gives a $\kappa>0$ with

$$m w^2=4K\cosh^2(\kappa/2),$$

says that no other positive number satisfies this relation, and states that $s_\kappa$ solves the equation of motion at every $n$. Positivity of $m$ is not a separate hypothesis, because $m w^2>4K>0$ forces it.

Two further theorems describe the other solutions. By `bounded_right`, a mode whose amplitudes are bounded for $n\ge 0$ equals $u_0 s_\kappa(n)$ at every site. By `no_bounded_mode`, a mode bounded on the whole chain is zero.

The model has no damping, anharmonicity or longer-ranged springs. Harmonic time dependence is built into `IsMode`, not derived from a time-dependent equation. Since `IsMode` demands the equation without external force at every integer site, the driven atom, an impurity or a free end would need an equation of its own. The tail beside an atom driven at site 0 is still covered: if the equation holds for all $n\ge1$, the recurrence extends $u_0,u_1,u_2,\dots$ to a mode on the whole infinite chain, and `bounded_right` applies to it when these amplitudes are bounded.

## Finding the decay constant

One step along the chain multiplies the pattern by a constant:

$$s_\kappa(n+1)=-e^{-\kappa}s_\kappa(n),\qquad s_\kappa(n-1)=-e^{\kappa}s_\kappa(n).$$

The spring force is therefore

$$-K\,(e^{\kappa}+e^{-\kappa}+2)\,s_\kappa(n)=-4K\cosh^2(\kappa/2)\,s_\kappa(n).$$

As $s_\kappa(n)\neq0$, the pattern is a mode exactly when $m w^2=4K\cosh^2(\kappa/2)$.

With $\cosh^2=1+\sinh^2$ this becomes

$$\sinh^2(\kappa/2)=\frac{m w^2-4K}{4K}.$$

The right-hand side is positive. For $\kappa>0$ the hyperbolic sine is positive too, so we must take the positive root, and

$$\kappa=2\,\operatorname{arsinh}\sqrt{\frac{m w^2-4K}{4K}}$$

is the only solution.

## Excluding every other bounded motion

The relation is even in $\kappa$, so the growing pattern $s_{-\kappa}$ is also a mode. Given any mode $u$, choose $A$ and $B$ to match atoms 0 and 1:

$$A+B=u_0,\qquad -e^{-\kappa}A-e^{\kappa}B=u_1.$$

The solution is

$$A=\frac{u_0e^{\kappa}+u_1}{e^{\kappa}-e^{-\kappa}},\qquad B=-\frac{u_1+u_0e^{-\kappa}}{e^{\kappa}-e^{-\kappa}}.$$

The difference $v_n=u_n-A s_\kappa(n)-B s_{-\kappa}(n)$ is a mode with $v_0=v_1=0$. Two neighbouring zeros force the next amplitude on either side to vanish, because $K\neq0$. Hence $v=0$ everywhere, and $u=A s_\kappa+B s_{-\kappa}$.

Suppose now that $|u_n|\le C$ for $n\ge0$. Then

$$|B|(1+\kappa n)\le|B|e^{\kappa n}\le |u_n|+|A|e^{-\kappa n}\le C+|A|$$

for all such $n$, which forces $B=0$. Setting $n=0$ gives $A=u_0$.

If $u$ is bounded on both sides, this result gives $u_{-1}=-e^{\kappa}u_0$. Applied to the mirror image $u_{-n}$, which is also a mode, it gives $u_{-1}=-e^{-\kappa}u_0$. Subtracting yields $u_0(e^{\kappa}-e^{-\kappa})=0$, so $u_0=0$ and the whole mode vanishes.

## At the band edge the decay disappears

The strict inequality $m w^2>4K$ is needed. Take $m=K=1$ and $w=2$, so that $m w^2=4K$. The relation becomes $\cosh^2(\kappa/2)=1$, which has no positive solution. The pattern $u_n=(-1)^n$ is then a non-zero mode bounded on the whole chain, so the conclusion of `no_bounded_mode` fails as well.

## The Lean file

```lean
import Mathlib

open Real

namespace MonatomicChainEvanescent

noncomputable section

/-- The force on atom `n` of a chain with nearest-neighbour springs of stiffness `K`,
for displacements `u`. -/
def springForce (K : ℝ) (u : ℤ → ℝ) (n : ℤ) : ℝ :=
  K * (u (n + 1) + u (n - 1) - 2 * u n)

/-- The amplitudes `u` solve Newton's equation for atoms of mass `m` that all oscillate
harmonically at angular frequency `w`. -/
def IsMode (m K w : ℝ) (u : ℤ → ℝ) : Prop :=
  ∀ n : ℤ, -(m * w ^ 2) * u n = springForce K u n

/-- The staggered exponential pattern `(-1)^n exp(-κ n)`, in which neighbouring atoms
move in opposite directions. -/
def staggered (κ : ℝ) (n : ℤ) : ℝ :=
  (-1 : ℝ) ^ n * exp (-(κ * n))

/-- The staggered pattern solves the equation of motion exactly when frequency and decay
constant obey `m w² = 4 K cosh²(κ/2)`. -/
theorem staggered_isMode_iff (m K w κ : ℝ) :
    IsMode m K w (staggered κ) ↔ m * w ^ 2 = 4 * K * cosh (κ / 2) ^ 2 := by
  have hc : 4 * cosh (κ / 2) ^ 2 = exp κ + exp (-κ) + 2 := by
    have h := Real.cosh_two_mul (κ / 2)
    have e : 2 * (κ / 2) = κ := by ring
    rw [e, Real.cosh_eq κ] at h
    linarith [Real.cosh_sq (κ / 2)]
  -- a step along the chain multiplies the pattern by a constant
  have hs : ∀ n : ℤ, staggered κ (n + 1) = -exp (-κ) * staggered κ n := by
    intro n
    have e : -(κ * ((n + 1 : ℤ) : ℝ)) = -κ + -(κ * n) := by push_cast; ring
    rw [staggered, staggered, e, Real.exp_add, zpow_add_one₀ (by norm_num)]
    ring
  have hp : ∀ n : ℤ, staggered κ (n - 1) = -exp κ * staggered κ n := by
    intro n
    have h := hs (n - 1)
    rw [sub_add_cancel] at h
    have e : exp κ * exp (-κ) = 1 := by rw [← Real.exp_add]; simp
    linear_combination exp κ * h - staggered κ (n - 1) * e
  constructor
  · intro h
    have h0 := h 0
    have e0 : staggered κ 0 = 1 := by simp [staggered]
    rw [springForce, hs, hp, e0] at h0
    linear_combination -h0 - K * hc
  · intro h n
    rw [springForce, hs, hp]
    linear_combination -staggered κ n * h - K * staggered κ n * hc

/-- For `K > 0` and `m w² > 4K` there is exactly one `κ > 0` with
`m w² = 4 K cosh²(κ/2)`. -/
theorem existsUnique_decay {m K w : ℝ} (hK : 0 < K) (hw : 4 * K < m * w ^ 2) :
    ∃! κ : ℝ, 0 < κ ∧ m * w ^ 2 = 4 * K * cosh (κ / 2) ^ 2 := by
  have hs : 0 < (m * w ^ 2 - 4 * K) / (4 * K) := div_pos (by linarith) (by linarith)
  refine ⟨2 * arsinh (√((m * w ^ 2 - 4 * K) / (4 * K))), ⟨?_, ?_⟩, ?_⟩
  · have := Real.arsinh_pos_iff.mpr (Real.sqrt_pos.mpr hs)
    linarith
  · rw [mul_div_cancel_left₀ _ (two_ne_zero), Real.cosh_sq, Real.sinh_arsinh,
      Real.sq_sqrt hs.le]
    have h := mul_div_cancel₀ (m * w ^ 2 - 4 * K) (show 4 * K ≠ 0 by positivity)
    have h' : 4 * K * ((m * w ^ 2 - 4 * K) / (4 * K)) = m * w ^ 2 - 4 * K := by
      field_simp
    linarith
  · -- for positive decay constants, equal frequencies give equal sinh, hence equal constants
    rintro y ⟨hy, hyw⟩
    have h1 : 0 < sinh (y / 2) := Real.sinh_pos_iff.mpr (by linarith)
    have h2 : sinh (y / 2) ^ 2 = (m * w ^ 2 - 4 * K) / (4 * K) := by
      rw [eq_div_iff (by positivity), hyw, Real.cosh_sq]
      ring
    rw [← h2, Real.sqrt_sq h1.le, Real.arsinh_sinh]
    ring

/-- Above the band edge, `m w² > 4K` with `K > 0`, there is exactly one `κ > 0` with
`m w² = 4 K cosh²(κ/2)`, and for it `(-1)^n exp(-κ n)` solves the equation of motion. -/
theorem evanescent_mode {m K w : ℝ} (hK : 0 < K) (hw : 4 * K < m * w ^ 2) :
    ∃ κ : ℝ, 0 < κ ∧ m * w ^ 2 = 4 * K * cosh (κ / 2) ^ 2 ∧
      (∀ κ' : ℝ, 0 < κ' → m * w ^ 2 = 4 * K * cosh (κ' / 2) ^ 2 → κ' = κ) ∧
      ∀ n : ℤ, -(m * w ^ 2) * ((-1) ^ n * exp (-(κ * n))) =
        springForce K (fun j : ℤ => (-1) ^ j * exp (-(κ * j))) n := by
  obtain ⟨κ, ⟨hκ, hd⟩, hu⟩ := existsUnique_decay hK hw
  exact ⟨κ, hκ, hd, fun y hy hyd => hu y ⟨hy, hyd⟩,
    (staggered_isMode_iff m K w κ).mpr hd⟩

/-- For `K ≠ 0`, a mode in which the neighbouring atoms 0 and 1 stay at rest has every
atom at rest. -/
theorem mode_eq_zero {m K w : ℝ} (hK : K ≠ 0) {v : ℤ → ℝ} (hv : IsMode m K w v)
    (h0 : v 0 = 0) (h1 : v 1 = 0) (n : ℤ) : v n = 0 := by
  have key : ∀ n : ℤ, v n = 0 ∧ v (n + 1) = 0 := by
    intro n
    refine Int.induction_on n ?_ ?_ ?_
    · exact ⟨h0, by simpa using h1⟩
    · intro i ih
      have h := hv ((i : ℤ) + 1)
      rw [springForce, add_sub_cancel_right, ih.1, ih.2] at h
      exact ⟨ih.2, (mul_eq_zero.mp (by linarith)).resolve_left hK⟩
    · intro i ih
      have h := hv (-(i : ℤ))
      rw [springForce, ih.1, ih.2] at h
      refine ⟨(mul_eq_zero.mp (by linarith)).resolve_left hK, ?_⟩
      rw [sub_add_cancel]
      exact ih.1
  exact (key n).1

/-- For `K ≠ 0`, `κ > 0` and `m w² = 4 K cosh²(κ/2)`, every mode is a combination of the
staggered patterns with decay constants `κ` and `-κ`. -/
theorem general_mode {m K w κ : ℝ} (hK : K ≠ 0) (hκ : 0 < κ)
    (hd : m * w ^ 2 = 4 * K * cosh (κ / 2) ^ 2) {u : ℤ → ℝ} (hu : IsMode m K w u) :
    ∃ A B : ℝ, ∀ n : ℤ, u n = A * staggered κ n + B * staggered (-κ) n := by
  have hlt : exp (-κ) < exp κ := Real.exp_lt_exp.mpr (by linarith)
  have hr : (exp κ - exp (-κ)) * (exp κ - exp (-κ))⁻¹ = 1 :=
    mul_inv_cancel₀ (by linarith)
  have hE := (staggered_isMode_iff m K w κ).mpr hd
  have hF := (staggered_isMode_iff m K w (-κ)).mpr (by rw [neg_div, Real.cosh_neg, hd])
  -- match the amplitudes of atoms 0 and 1
  let A := (u 0 * exp κ + u 1) * (exp κ - exp (-κ))⁻¹
  let B := -(u 1 + u 0 * exp (-κ)) * (exp κ - exp (-κ))⁻¹
  have hA : A + B = u 0 := by
    simp only [A, B]
    linear_combination u 0 * hr
  have hB : -exp (-κ) * A - exp κ * B = u 1 := by
    simp only [A, B]
    linear_combination u 1 * hr
  refine ⟨A, B, fun n => ?_⟩
  have hv : IsMode m K w (fun n => u n - (A * staggered κ n + B * staggered (-κ) n)) := by
    intro j
    have a := hu j
    have b := hE j
    have c := hF j
    simp only [springForce] at a b c ⊢
    linear_combination a - A * b - B * c
  have e1 : staggered κ 1 = -exp (-κ) := by simp [staggered]
  have e2 : staggered (-κ) 1 = -exp κ := by simp [staggered]
  have e3 : ∀ x, staggered x 0 = 1 := by intro x; simp [staggered]
  exact sub_eq_zero.mp (mode_eq_zero hK hv
    (by simp only [e3]; linarith) (by simp only [e1, e2]; linarith) n)

/-- For `K ≠ 0`, `κ > 0` and `m w² = 4 K cosh²(κ/2)`, a mode whose amplitudes stay bounded
to the right is the decaying staggered pattern times the amplitude of atom 0. -/
theorem bounded_right {m K w κ C : ℝ} (hK : K ≠ 0) (hκ : 0 < κ)
    (hd : m * w ^ 2 = 4 * K * cosh (κ / 2) ^ 2) {u : ℤ → ℝ} (hu : IsMode m K w u)
    (hC : ∀ n : ℕ, |u n| ≤ C) (n : ℤ) : u n = u 0 * staggered κ n := by
  obtain ⟨A, B, hAB⟩ := general_mode hK hκ hd hu
  have habs : ∀ (x : ℝ) (j : ℤ), |staggered x j| = exp (-(x * j)) := by
    intro x j
    rw [staggered, abs_mul, abs_zpow, abs_neg, abs_one, one_zpow, one_mul, Real.abs_exp]
  -- a growing part would exceed any bound
  have hB : B = 0 := by
    by_contra hB
    have hb : 0 < |B| * κ := mul_pos (abs_pos.mpr hB) hκ
    obtain ⟨j, hj⟩ := exists_nat_gt ((C + |A|) / (|B| * κ))
    rw [div_lt_iff₀ hb] at hj
    have h2 := norm_sub_le (u j) (A * staggered κ j)
    have e : u j - A * staggered κ j = B * staggered (-κ) j := by rw [hAB j]; ring
    rw [e] at h2
    simp only [Real.norm_eq_abs, abs_mul, habs, Int.cast_natCast] at h2
    have h3 : exp (-(κ * (j : ℝ))) ≤ 1 := by
      have : 0 ≤ κ * (j : ℝ) := by positivity
      exact Real.exp_le_one_iff.mpr (by linarith)
    have h4 := mul_le_mul_of_nonneg_left (Real.add_one_le_exp (-(-κ * (j : ℝ))))
      (abs_nonneg B)
    have h5 := mul_le_mul_of_nonneg_left h3 (abs_nonneg A)
    nlinarith [hC j, abs_nonneg B]
  have h0 : u 0 = A := by rw [hAB 0, hB]; simp [staggered]
  rw [h0, hAB n, hB]
  ring

/-- For `K > 0` and `m w² > 4K`, a mode whose amplitudes are bounded on the whole infinite
chain vanishes. -/
theorem no_bounded_mode {m K w C : ℝ} (hK : 0 < K) (hw : 4 * K < m * w ^ 2)
    {u : ℤ → ℝ} (hu : IsMode m K w u) (hC : ∀ n : ℤ, |u n| ≤ C) (n : ℤ) : u n = 0 := by
  obtain ⟨κ, ⟨hκ, hd⟩, -⟩ := existsUnique_decay hK hw
  -- the mirror image of a mode is a mode
  have hv : IsMode m K w (fun j => u (-j)) := by
    intro j
    have h := hu (-j)
    have e1 : -(j + 1) = -j - 1 := by ring
    have e2 : -(j - 1) = -j + 1 := by ring
    simp only [springForce, e1, e2] at h ⊢
    linear_combination h
  have hR := bounded_right hK.ne' hκ hd hu (fun j => hC j)
  have hL := bounded_right hK.ne' hκ hd hv (fun j => hC (-j)) 1
  have h1 := hR (-1)
  have e1 : staggered κ 1 = -exp (-κ) := by simp [staggered]
  have e2 : staggered κ (-1) = -exp κ := by simp [staggered]
  simp only [neg_zero, e1] at hL
  rw [e2] at h1
  have hlt : exp (-κ) < exp κ := Real.exp_lt_exp.mpr (by linarith)
  have h0 : u 0 * (exp κ - exp (-κ)) = 0 := by linarith
  have hz : u 0 = 0 := (mul_eq_zero.mp h0).resolve_right (by linarith)
  rw [hR n, hz, zero_mul]

end

end MonatomicChainEvanescent
```

```lean
#print axioms MonatomicChainEvanescent.staggered_isMode_iff
-- 'MonatomicChainEvanescent.staggered_isMode_iff' depends on axioms: [propext, Classical.choice, Quot.sound]
#print axioms MonatomicChainEvanescent.evanescent_mode
-- 'MonatomicChainEvanescent.evanescent_mode' depends on axioms: [propext, Classical.choice, Quot.sound]
#print axioms MonatomicChainEvanescent.no_bounded_mode
-- 'MonatomicChainEvanescent.no_bounded_mode' depends on axioms: [propext, Classical.choice, Quot.sound]
```

## How the Lean proofs use these steps

In `staggered_isMode_iff`, the facts `hs` and `hp` are the two shift rules, and `hc` is the identity $4\cosh^2(\kappa/2)=e^{\kappa}+e^{-\kappa}+2$. The forward direction reads the equation at site 0, where the pattern equals 1. The converse multiplies the dispersion relation by the amplitude at site $n$. In both, `linear_combination` checks the remaining algebra.

The proof of `existsUnique_decay` supplies the arsinh formula as its witness. For uniqueness it computes $\sinh^2(y/2)$ for any competitor $y>0$, takes the positive root and applies `Real.arsinh_sinh`. Then `evanescent_mode` combines this lemma with the previous one.

The propagation of two zeros is `mode_eq_zero`: `Int.induction_on` carries a pair of neighbouring zeros first to the right and then to the left. In `general_mode`, `hA` and `hB` verify the matching conditions, and `hv` shows that the difference is a mode by linearity.

In `bounded_right`, a non-zero $B$ is refuted by choosing a site $j$ with $|B|\kappa j>C+|A|$. The bound $e^x\ge x+1$ enters as `Real.add_one_le_exp`, and `nlinarith` closes the contradiction. Finally, `no_bounded_mode` proves in `hv` that the reflected pattern is a mode and compares the two expressions for $u_{-1}$.
